# The harmonic oscillator's thermal kernel satisfies the Bloch equation and has diagonal integral \(1/(2\sinh(\beta/2))\)

For \(\beta>0\) and real \(x,y\), the function

\[
K(\beta,x,y)=\frac{1}{\sqrt{2\pi\sinh\beta}}\,
\exp\!\left(-\frac{(x^2+y^2)\cosh\beta-2xy}{2\sinh\beta}\right)
\]

satisfies

\[
\frac{\partial K}{\partial\beta}=\frac12\frac{\partial^2K}{\partial x^2}-\frac{x^2}{2}K,
\qquad
\int_{-\infty}^{\infty}K(\beta,x,x)\,dx=\frac{1}{2\sinh(\beta/2)}
=\sum_{n=0}^{\infty}e^{-\beta(n+1/2)} .
\]

The model is one particle in a one-dimensional harmonic well, in units where \(\hbar=m=\omega=1\). Lengths are therefore measured in \(\sqrt{\hbar/(m\omega)}\), and \(\beta\) stands for \(\hbar\omega/(k_BT)\). For this single-particle model, the formulas give path-integral simulations an exact reference at every positive temperature.

## The kernel and the Hamiltonian as real functions

All quantities are real, and the calculation needs only calculus on the real line and the Lebesgue integral.

```lean
import Mathlib

open MeasureTheory
open scoped Real

namespace ThermalOscillator

noncomputable section
```

In physics, \(K(\beta,x,y)\) is the position matrix element \(\langle x|e^{-\beta H}|y\rangle\), the density matrix before normalisation. Here it is introduced by its closed formula.

```lean
/-- The thermal kernel of the harmonic oscillator at inverse temperature `β`,
in units where `ħ = m = ω = 1`. -/
def kernel (β x y : ℝ) : ℝ :=
  Real.exp (-((x ^ 2 + y ^ 2) * Real.cosh β - 2 * x * y) / (2 * Real.sinh β)) /
    Real.sqrt (2 * π * Real.sinh β)
```

The arguments of `kernel` are, in order, the inverse temperature and the two positions. The normalised density matrix is \(\rho(x,y)=K(\beta,x,y)/Z\), where \(Z\) is the diagonal integral. With the value stated above, \(\rho(x,y)=2\sinh(\beta/2)\,K(\beta,x,y)\).

The Hamiltonian acts on a function \(f\) of position as

\[
(Hf)(x)=-\frac12 f''(x)+\frac{x^2}{2}f(x).
\]

```lean
/-- The oscillator Hamiltonian `-(1/2) d²/dx² + x²/2` acting on a function of position. -/
def hamiltonian (f : ℝ → ℝ) (x : ℝ) : ℝ :=
  -(1 / 2) * deriv (deriv f) x + x ^ 2 / 2 * f x
```

This `hamiltonian` is a differential expression evaluated at a point. It carries no Hilbert space, domain or self-adjointness. When it is applied to the kernel, the second position \(y\) is held fixed and the derivatives act on the first.

## Two derivatives in position

Write \(c=\cosh\beta\) and \(s=\sinh\beta\). Only the exponent depends on \(x\), and its derivative is

\[
\frac{\partial}{\partial x}\left[-\frac{(x^2+y^2)c-2xy}{2s}\right]
=-\frac{2xc-2y}{2s}=-\frac{xc-y}{s}.
\]

The chain rule then gives

\[
\frac{\partial K}{\partial x}=-\frac{xc-y}{s}\,K .
\]

```lean
/-- The first position derivative of the thermal kernel. -/
theorem hasDerivAt_position (β x y : ℝ) :
    HasDerivAt (fun u => kernel β u y)
      (-(x * Real.cosh β - y) / Real.sinh β * kernel β x y) x := by
  have hsq : HasDerivAt (fun t : ℝ => t ^ 2) (2 * x) x := by
    simpa using hasDerivAt_pow 2 x
  have h := ((((hsq.add_const (y ^ 2)).mul_const (Real.cosh β)).fun_sub
    (((hasDerivAt_id' x).const_mul 2).mul_const y)).fun_neg).div_const (2 * Real.sinh β)
  refine (h.exp.div_const (Real.sqrt (2 * π * Real.sinh β))).congr_deriv ?_
  simp only [kernel]
  ring
```

`HasDerivAt g g' x` says that `g` is differentiable at `x` with derivative `g'`. The proof assembles the derivative of the exponent from those of \(x^2\) and \(x\), applies the exponential rule through `h.exp`, and leaves the comparison with the stated form to `ring`. No sign condition on \(\beta\) appears: for \(\beta\le0\) Lean's square root of a non-positive number is zero, as is division by zero, so `kernel` vanishes identically and the statement is trivial there.

For the second derivative, the product rule acts on the prefactor \(-(xc-y)/s\) and on \(K\):

\[
\frac{\partial^2K}{\partial x^2}
=-\frac{c}{s}K+\left(-\frac{xc-y}{s}\right)^2K
=\left[\frac{(xc-y)^2}{s^2}-\frac{c}{s}\right]K .
\]

```lean
/-- The second position derivative of the thermal kernel. -/
theorem hasDerivAt_position_two (β x y : ℝ) :
    HasDerivAt (fun u => -(u * Real.cosh β - y) / Real.sinh β * kernel β u y)
      (((x * Real.cosh β - y) ^ 2 / Real.sinh β ^ 2 - Real.cosh β / Real.sinh β)
        * kernel β x y) x := by
  have h := ((((hasDerivAt_id' x).mul_const (Real.cosh β)).sub_const y).fun_neg).div_const
    (Real.sinh β)
  refine (h.fun_mul (hasDerivAt_position β x y)).congr_deriv ?_
  ring
```

The function differentiated here is the first derivative just found. In the proof, `h` differentiates the linear prefactor, and `h.fun_mul` combines it with the preceding theorem.

## The derivative in inverse temperature

Both the exponent and the normalisation depend on \(\beta\). Let \(N=(x^2+y^2)c-2xy\), so that the exponent is \(-N/(2s)\) and \(\partial N/\partial\beta=(x^2+y^2)s\). The quotient rule gives

\[
\frac{\partial}{\partial\beta}\left(-\frac{N}{2s}\right)
=-\frac{(x^2+y^2)s^2-Nc}{2s^2}
=\frac{(x^2+y^2)(c^2-s^2)-2xyc}{2s^2}
=\frac{x^2+y^2-2xyc}{2s^2},
\]

where the last step uses \(c^2-s^2=1\).

For the normalisation, let \(R=\sqrt{2\pi s}\). Then

\[
\frac{\partial R}{\partial\beta}=\frac{2\pi c}{2R}=\frac{c}{2s}R,
\]

because \(R^2=2\pi s\). Dividing by \(R\) therefore contributes \(-c/(2s)\) to the logarithmic derivative of \(K\), and in total

\[
\frac{\partial K}{\partial\beta}
=\left[\frac{x^2+y^2-2xyc}{2s^2}-\frac{c}{2s}\right]K .
\]

```lean
/-- The derivative of the thermal kernel with respect to inverse temperature. -/
theorem hasDerivAt_beta {β : ℝ} (hβ : 0 < β) (x y : ℝ) :
    HasDerivAt (fun b => kernel b x y)
      (((x ^ 2 + y ^ 2 - 2 * x * y * Real.cosh β) / (2 * Real.sinh β ^ 2)
        - Real.cosh β / (2 * Real.sinh β)) * kernel β x y) β := by
  have hs : 0 < Real.sinh β := Real.sinh_pos_iff.2 hβ
  have hp : 0 < 2 * π * Real.sinh β := by positivity
  have hR : 0 < Real.sqrt (2 * π * Real.sinh β) := Real.sqrt_pos.2 hp
  -- the exponent
  have hE := ((((Real.hasDerivAt_cosh β).const_mul (x ^ 2 + y ^ 2)).sub_const
    (2 * x * y)).fun_neg).fun_div ((Real.hasDerivAt_sinh β).const_mul 2) (by positivity)
  have hE' := hE.congr_deriv (g' := (x ^ 2 + y ^ 2 - 2 * x * y * Real.cosh β) /
      (2 * Real.sinh β ^ 2)) (by
    rw [div_eq_div_iff (by positivity) (by positivity)]
    linear_combination 4 * Real.sinh β ^ 2 * (x ^ 2 + y ^ 2) * Real.cosh_sq β)
  -- the prefactor
  have hq := ((Real.hasDerivAt_sinh β).const_mul (2 * π)).sqrt hp.ne'
  have hk : 2 * π * Real.cosh β / (2 * Real.sqrt (2 * π * Real.sinh β)) =
      Real.cosh β / (2 * Real.sinh β) * Real.sqrt (2 * π * Real.sinh β) := by
    rw [div_eq_iff (by positivity)]
    have h1 : ∀ r : ℝ, Real.cosh β / (2 * Real.sinh β) * r * (2 * r) =
        Real.cosh β / Real.sinh β * r ^ 2 := fun r => by ring
    rw [h1, Real.sq_sqrt hp.le]
    field_simp
  have aux : ∀ X e k R : ℝ, R ≠ 0 →
      (X * e * R - X * (k * R)) / R ^ 2 = (e - k) * (X / R) := by
    intro X e k R h
    field_simp
  refine (hE'.exp.fun_div hq hR.ne').congr_deriv ?_
  simp only [kernel]
  rw [hk]
  exact aux _ _ _ _ hR.ne'
```

The hypothesis `0 < β` makes \(s\) positive, so the square root is differentiable at \(2\pi s\) and the denominators of both quotients are nonzero. In the proof, `hE'` is the simplified derivative of the exponent, with the hyperbolic identity supplied by `Real.cosh_sq`, and `hk` is the formula for \(\partial R/\partial\beta\). The auxiliary identity `aux` performs the final quotient rule: if the numerator \(X\) has derivative \(Xe\) and the denominator \(R\) has derivative \(kR\), then \(X/R\) has derivative \((e-k)X/R\).

## The Bloch equation

Inserting the second position derivative into \(-HK\) gives

\[
-HK=\left[\frac{(xc-y)^2}{2s^2}-\frac{c}{2s}-\frac{x^2}{2}\right]K .
\]

The terms without a bare factor \(c/(2s)\) combine over the denominator \(2s^2\):

\[
(xc-y)^2-x^2s^2=x^2(c^2-s^2)-2xyc+y^2=x^2+y^2-2xyc .
\]

This is exactly the numerator in the derivative with respect to \(\beta\), and the terms \(-c/(2s)\) agree already. Hence

\[
\frac{\partial K}{\partial\beta}=-HK .
\]

```lean
/-- Bloch equation: the derivative of the thermal kernel in inverse temperature is minus the
oscillator Hamiltonian applied to its first position argument. -/
theorem bloch_equation {β : ℝ} (hβ : 0 < β) (x y : ℝ) :
    HasDerivAt (fun b => kernel b x y) (-hamiltonian (fun u => kernel β u y) x) β := by
  have hs : Real.sinh β ≠ 0 := (Real.sinh_pos_iff.2 hβ).ne'
  have hd : deriv (fun u => kernel β u y) =
      fun u => -(u * Real.cosh β - y) / Real.sinh β * kernel β u y :=
    funext fun u => (hasDerivAt_position β u y).deriv
  refine (hasDerivAt_beta hβ x y).congr_deriv ?_
  simp only [hamiltonian]
  rw [hd, (hasDerivAt_position_two β x y).deriv]
  -- the two sides differ by a multiple of `sinh² + 1 - cosh²`
  have key : (x ^ 2 + y ^ 2 - 2 * x * y * Real.cosh β) / (2 * Real.sinh β ^ 2)
      - Real.cosh β / (2 * Real.sinh β) =
      1 / 2 * ((x * Real.cosh β - y) ^ 2 / Real.sinh β ^ 2 - Real.cosh β / Real.sinh β)
      - x ^ 2 / 2 + x ^ 2 / (2 * Real.sinh β ^ 2) * (Real.sinh β ^ 2 + 1 - Real.cosh β ^ 2) := by
    field_simp
    ring
  rw [key, ← Real.cosh_sq β]
  ring
```

The theorem says that, for every \(\beta>0\) and all real \(x\) and \(y\), the kernel is differentiable in \(\beta\) and its derivative is \(-HK\). The definition of `hamiltonian` uses `deriv` twice. The step `hd` replaces the inner derivative by its explicit formula at every position, and the second-derivative theorem then evaluates the outer one. The identity `key` writes the difference between the two brackets as a multiple of \(s^2+1-c^2\), which vanishes.

The Bloch equation alone does not single out this kernel, since any constant multiple of it is also a solution. The high-temperature condition \(K(\beta,x,y)\to\delta(x-y)\) as \(\beta\to0^+\) excludes every constant multiple other than \(K\) itself; the theorems here leave that limit untreated.

## The diagonal integral

The Gaussian integral below produces a ratio of two square roots. With \(p>0\) and \(u\ge0\), it simplifies as

\[
\frac{\sqrt{pu^2}}{\sqrt p}=\frac{\sqrt p\,u}{\sqrt p}=u .
\]

```lean
private lemma sqrt_scale {p u : ℝ} (hp : 0 < p) (hu : 0 ≤ u) :
    Real.sqrt (p * u ^ 2) / Real.sqrt p = u := by
  rw [Real.sqrt_mul hp.le, Real.sqrt_sq hu]
  exact mul_div_cancel_left₀ u (Real.sqrt_pos.2 hp).ne'
```

On the diagonal \(y=x\) the exponent is \(-x^2(c-1)/s\). The double-angle formula \(\cosh\beta=2\sinh^2(\beta/2)+1\) turns this into

\[
K(\beta,x,x)=\frac{e^{-ax^2}}{\sqrt{2\pi s}},
\qquad a=\frac{2\sinh^2(\beta/2)}{\sinh\beta}>0 .
\]

The Gaussian integral is \(\int_{-\infty}^{\infty}e^{-ax^2}dx=\sqrt{\pi/a}\), and its argument can be written as

\[
\frac{\pi}{a}=\frac{\pi\sinh\beta}{2\sinh^2(\beta/2)}
=2\pi\sinh\beta\left(\frac{1}{2\sinh(\beta/2)}\right)^2 .
\]

Taking \(p=2\pi\sinh\beta\) and \(u=1/(2\sinh(\beta/2))\) in the ratio above gives

\[
Z(\beta)=\int_{-\infty}^{\infty}K(\beta,x,x)\,dx=\frac{1}{2\sinh(\beta/2)} .
\]

```lean
/-- The integral of the diagonal of the thermal kernel is `1 / (2 sinh (β/2))`. -/
theorem partition_function {β : ℝ} (hβ : 0 < β) :
    ∫ x : ℝ, kernel β x x = 1 / (2 * Real.sinh (β / 2)) := by
  have hs : 0 < Real.sinh β := Real.sinh_pos_iff.2 hβ
  have hh : 0 < Real.sinh (β / 2) := Real.sinh_pos_iff.2 (by linarith)
  have hc : Real.cosh β = 2 * Real.sinh (β / 2) ^ 2 + 1 := by
    have h := Real.cosh_two_mul (β / 2)
    rw [show 2 * (β / 2) = β by ring, Real.cosh_sq] at h
    linarith
  -- the diagonal is a Gaussian in `x`
  have hint : ∀ x : ℝ, kernel β x x =
      Real.exp (-(2 * Real.sinh (β / 2) ^ 2 / Real.sinh β) * x ^ 2) /
        Real.sqrt (2 * π * Real.sinh β) := by
    intro x
    unfold kernel
    rw [hc]
    congr 2
    field_simp
    ring
  have hw : π / (2 * Real.sinh (β / 2) ^ 2 / Real.sinh β) =
      2 * π * Real.sinh β * (1 / (2 * Real.sinh (β / 2))) ^ 2 := by
    field_simp
  simp only [hint]
  rw [integral_div, integral_gaussian, hw]
  exact sqrt_scale (by positivity) (by positivity)
```

The proof follows the same order: `hc` is the double-angle formula, `hint` rewrites the diagonal as a Gaussian, and `hw` rewrites \(\pi/a\). Mathlib's `integral_gaussian` supplies the integral. The theorem concerns the integral of the kernel's diagonal; it makes no statement about the trace of an operator.

The double-angle step also matters in numerical code. At small \(\beta\), computing \((\cosh\beta-1)/\sinh\beta\) directly subtracts two nearly equal numbers and loses digits. Since \(\sinh\beta=2\sinh(\beta/2)\cosh(\beta/2)\), the coefficient is \(a=\tanh(\beta/2)\), which avoids the subtraction. It also avoids the overflow of \(\cosh\beta\) and \(\sinh\beta\) at large \(\beta\).

The same Gaussian gives the thermal spread of the position. The normalised density is

\[
\rho(x,x)=\sqrt{\frac{\tanh(\beta/2)}{\pi}}\;e^{-\tanh(\beta/2)\,x^2},
\]

and a Gaussian \(e^{-ax^2}\) has variance \(1/(2a)\), so \(\langle x^2\rangle=\tfrac12\coth(\beta/2)\). This tends to the ground-state value \(1/2\) at low temperature and behaves as the classical \(1/\beta\) at high temperature.

## The sum over oscillator levels

The oscillator energies are \(n+1/2\) for \(n=0,1,2,\ldots\). Their Boltzmann factors form a geometric sequence,

\[
e^{-\beta(n+1/2)}=e^{-\beta/2}\left(e^{-\beta}\right)^n,
\]

whose ratio lies strictly between zero and one for \(\beta>0\). Therefore

\[
\sum_{n=0}^{\infty}e^{-\beta(n+1/2)}
=\frac{e^{-\beta/2}}{1-e^{-\beta}} .
\]

From the definition of the hyperbolic sine,

\[
2\sinh(\beta/2)\,e^{-\beta/2}
=\left(e^{\beta/2}-e^{-\beta/2}\right)e^{-\beta/2}
=1-e^{-\beta},
\]

so the sum equals \(1/(2\sinh(\beta/2))\), the value of the diagonal integral.

```lean
/-- The Boltzmann factors of the energies `n + 1/2` sum to the integral of the diagonal of the
thermal kernel. -/
theorem hasSum_boltzmann {β : ℝ} (hβ : 0 < β) :
    HasSum (fun n : ℕ => Real.exp (-β * (n + 1 / 2))) (∫ x : ℝ, kernel β x x) := by
  have hh : 0 < Real.sinh (β / 2) := Real.sinh_pos_iff.2 (by linarith)
  have hu : 0 < Real.exp (-(β / 2)) := Real.exp_pos _
  have h1 : Real.exp (-β) = Real.exp (-(β / 2)) * Real.exp (-(β / 2)) := by
    rw [← Real.exp_add]
    congr 1
    ring
  have p : Real.exp (β / 2) * Real.exp (-(β / 2)) = 1 := by
    rw [← Real.exp_add, add_neg_cancel, Real.exp_zero]
  have h2 : 2 * Real.sinh (β / 2) * Real.exp (-(β / 2)) = 1 - Real.exp (-β) := by
    rw [h1, Real.sinh_eq]
    linear_combination p
  -- the sum is a geometric series with ratio `exp (-β)`
  have hf : (fun n : ℕ => Real.exp (-β * (n + 1 / 2))) =
      fun n : ℕ => Real.exp (-(β / 2)) * Real.exp (-β) ^ n := by
    funext n
    rw [← Real.exp_nat_mul, ← Real.exp_add]
    congr 1
    ring
  have hv : 1 / (2 * Real.sinh (β / 2)) = Real.exp (-(β / 2)) * (1 - Real.exp (-β))⁻¹ := by
    rw [← h2, ← div_eq_mul_inv, div_eq_div_iff (by positivity) (by positivity)]
    ring
  rw [partition_function hβ, hf, hv]
  exact (hasSum_geometric_of_lt_one (Real.exp_pos (-β)).le
    (Real.exp_lt_one_iff.2 (by linarith))).mul_left (Real.exp (-(β / 2)))

end

end ThermalOscillator
```

`HasSum` states that the series converges to the given number, here the integral itself. The proof writes the terms as a geometric sequence in `hf`, matches the closed forms in `hv`, and uses `partition_function` to replace the integral by its value. The energies \(n+1/2\) enter as the familiar oscillator spectrum; they are not derived from `hamiltonian`. The theorem thus shows that the position-space integral and the sum over these levels give the same partition function.

```lean
#print axioms ThermalOscillator.bloch_equation
#print axioms ThermalOscillator.hasSum_boltzmann
```

```
'ThermalOscillator.bloch_equation' depends on axioms: [propext, Classical.choice, Quot.sound]
'ThermalOscillator.hasSum_boltzmann' depends on axioms: [propext, Classical.choice, Quot.sound]
```
